# Linear small-q terms of exchange and correlation cancel in a single-mode electron gas

## Free structure factor and single mode

Consider a homogeneous, spin-unpolarised electron gas in three dimensions at zero temperature, in units with $\hbar = m = 1$. Let $k>0$ be the Fermi wavenumber and $q>0$ the length of a wavevector. An electron at rest that takes up momentum $q$ gains the energy $\varepsilon = q^2/2$.

The static structure factor of the free gas is one minus the overlap of two Fermi spheres whose centres are a distance $q$ apart, divided by the volume of one sphere. The overlap consists of two equal caps, which are cut into discs of area $\pi(k^2-z^2)$. With the sphere volume $4\pi k^3/3$ this gives

$$S_0(q) = 1-\frac{3}{2k^3}\int_{q/2}^{k}(k^2-z^2)\,dz ,\qquad 0\le q\le 2k .$$

For the interacting gas, all density fluctuations at wavenumber $q$ are assigned to one mode of frequency $\omega(q)$. The f-sum rule then gives $S(q)=\varepsilon/\omega(q)$. Applied to the free gas, the same relation defines a free mode $\omega_0(q)=\varepsilon/S_0(q)$. The interacting mode is

$$\omega(q)=\sqrt{\omega_0(q)^2+\omega_p^2}.$$

Here $\omega_p$ is the plasma frequency, the frequency at which the electron density oscillates against the uniform background at long wavelength. The sum of squares is what the random-phase approximation gives when the free density response is replaced by a single pole at $\omega_0$.

## Exchange and correlation at long wavelength

The interaction energy of the gas depends on $S-1$, which splits as

$$S-1=(S_0-1)+(S-S_0).$$

The first part is exchange and the second is correlation. For $k,\omega_p>0$ and $q\to0^+$,

$$\frac{S_0}{q}\to\frac{3}{4k},\qquad \frac{S-S_0}{q}\to-\frac{3}{4k},\qquad \frac{S}{q^2}\to\frac1{2\omega_p}.$$

Each part has a linear term, and the sum has none. When exchange and correlation energies of a metal are computed separately on a finite mesh of wavevectors, each part therefore brings a small-$q$ term that is absent from their sum, as far as this homogeneous, single-mode model describes the metal.

Two further limits continue the expansion:

$$\frac{S-q^2/(2\omega_p)}{q^4}\to-\frac{k^2}{9\omega_p^3},\qquad
\frac{S-S_0+3q/(4k)-q^2/(2\omega_p)}{q^3}\to\frac1{16k^3}.$$

The second of these shows that, at a fixed interaction strength, the cubic terms of $S_0$ and $S-S_0$ cancel as well.

## From the overlap integral to the limits

**Closed form of $S_0$.** An antiderivative of $k^2-z^2$ is $k^2z-z^3/3$, so

$$\int_{q/2}^{k}(k^2-z^2)\,dz=\frac{2k^3}{3}-\frac{k^2q}{2}+\frac{q^3}{24}.$$

Multiplying by $3/(2k^3)$ and subtracting from one gives

$$S_0(q)=\frac{3q}{4k}-\frac{q^3}{16k^3}=\frac{q\,(12k^2-q^2)}{16k^3}.$$

For $0<q\le2k$ we have $q^2\le4k^2<12k^2$, and therefore $S_0>0$.

**Slopes of $S_0$ and of the free mode.** Division by $q$ gives $S_0/q=3/(4k)-q^2/(16k^3)\to3/(4k)$. It follows that

$$\frac{\omega_0}{q}=\frac12\,\frac{q}{S_0}\to\frac12\cdot\frac{4k}{3}=\frac{2k}{3}.$$

The free mode thus vanishes linearly, and $\omega\to\sqrt{0+\omega_p^2}=\omega_p$.

**Quadratic law and correlation slope.** From $S=q^2/(2\omega)$ we get $S/q^2=1/(2\omega)\to1/(2\omega_p)$. Then

$$\frac{S-S_0}{q}=q\,\frac{S}{q^2}-\frac{S_0}{q}\to0-\frac{3}{4k}.$$

**Quartic term.** Since $\omega^2-\omega_p^2=\omega_0^2$,

$$\frac1\omega-\frac1{\omega_p}=\frac{\omega_p-\omega}{\omega\,\omega_p}=-\frac{\omega_0^2}{\omega\,\omega_p(\omega_p+\omega)} .$$

Multiplication by $q^2/2$ and division by $q^4$ give

$$\frac{S-q^2/(2\omega_p)}{q^4}=-\frac12\left(\frac{\omega_0}{q}\right)^2\frac{1}{\omega\,\omega_p(\omega_p+\omega)}\to-\frac12\cdot\frac{4k^2}{9}\cdot\frac1{2\omega_p^3}=-\frac{k^2}{9\omega_p^3}.$$

**Cubic term of correlation.** Inserting the closed form of $S_0$,

$$\frac{S-S_0+3q/(4k)-q^2/(2\omega_p)}{q^3}=q\,\frac{S-q^2/(2\omega_p)}{q^4}+\frac{1}{16k^3}\to\frac1{16k^3}.$$

**Without the plasmon.** If $\omega_p=0$ and $0<q\le2k$, then $\omega=\sqrt{\omega_0^2}=\omega_0$, because $\omega_0>0$. Hence $S=\varepsilon/\omega_0=S_0$. The correlation part is zero and the linear term of $S_0$ survives, so the cancellation needs $\omega_p\ne0$.

## The Lean file

```lean
import Mathlib

open Filter Topology

namespace MetalStructureFactor

noncomputable section

/-- Static structure factor of the free Fermi gas with Fermi wavenumber `k`: one minus the
normalised overlap of two Fermi spheres displaced by `q`. Domain: `k > 0`, `0 ≤ q ≤ 2k`. -/
def freeS (k q : ℝ) : ℝ := 1 - 3 / (2 * k ^ 3) * ∫ z in (q / 2)..k, (k ^ 2 - z ^ 2)

/-- Frequency of the single mode at wavenumber `q`: the free mode `(q²/2)/S0` and the plasma
frequency `wp` added in quadrature. Domain: `k > 0`, `0 < q ≤ 2k`. -/
def modeFreq (k wp q : ℝ) : ℝ := √((q ^ 2 / 2 / freeS k q) ^ 2 + wp ^ 2)

/-- Structure factor of the interacting gas in the single-mode model, `(q²/2)/ω(q)`.
Domain: `k > 0`, `0 < q ≤ 2k`. -/
def plasmonS (k wp q : ℝ) : ℝ := q ^ 2 / 2 / modeFreq k wp q

/-- The overlap integral gives the closed form `S0 = 3q/(4k) - q³/(16k³)`, for `k ≠ 0`. -/
theorem freeS_eq {k : ℝ} (hk : k ≠ 0) (q : ℝ) :
    freeS k q = 3 * q / (4 * k) - q ^ 3 / (16 * k ^ 3) := by
  have hd : ∀ z ∈ Set.uIcc (q / 2) k,
      HasDerivAt (fun z : ℝ => k ^ 2 * z - z ^ 3 / 3) (k ^ 2 - z ^ 2) z := by
    intro z _
    have h := ((hasDerivAt_id' z).const_mul (k ^ 2)).fun_sub ((hasDerivAt_pow 3 z).div_const 3)
    exact h.congr_deriv (by simp only [Nat.cast_ofNat, Nat.reduceSub]; ring)
  rw [freeS, intervalIntegral.integral_eq_sub_of_hasDerivAt hd
    (Continuous.intervalIntegrable (by fun_prop) _ _)]
  field_simp
  ring

/-- The free structure factor is positive for `0 < q ≤ 2k`. -/
theorem freeS_pos {k q : ℝ} (hq : 0 < q) (hqk : q ≤ 2 * k) : 0 < freeS k q := by
  have hk : 0 < k := by linarith
  have h : freeS k q = q * (12 * k ^ 2 - q ^ 2) / (16 * k ^ 3) := by
    rw [freeS_eq hk.ne']
    field_simp
    ring
  rw [h]
  have h1 : 0 ≤ (2 * k - q) * (2 * k + q) := mul_nonneg (by linarith) (by linarith)
  exact div_pos (mul_pos hq (by nlinarith [mul_pos hk hk])) (by positivity)

/-- At small `q` the free structure factor is linear: `S0/q → 3/(4k)` as `q → 0+`,
for `k > 0`. -/
theorem freeS_slope {k : ℝ} (hk : 0 < k) :
    Tendsto (fun q => freeS k q / q) (𝓝[>] 0) (𝓝 (3 / (4 * k))) := by
  have hc : Continuous (fun q : ℝ => 3 / (4 * k) - q ^ 2 / (16 * k ^ 3)) := by fun_prop
  have h := (hc.tendsto 0).mono_left (nhdsWithin_le_nhds (s := Set.Ioi 0))
  have e : 3 / (4 * k) - (0 : ℝ) ^ 2 / (16 * k ^ 3) = 3 / (4 * k) := by ring
  rw [e] at h
  refine h.congr' ?_
  filter_upwards [self_mem_nhdsWithin] with q hq
  rw [freeS_eq hk.ne', eq_div_iff (Set.mem_Ioi.mp hq).ne']
  ring

/-- The free mode `(q²/2)/S0` is linear at small `q`, with slope `2k/3`, for `k > 0`. -/
theorem freeMode_slope {k : ℝ} (hk : 0 < k) :
    Tendsto (fun q => q ^ 2 / 2 / freeS k q / q) (𝓝[>] 0) (𝓝 (2 * k / 3)) := by
  have h := ((freeS_slope hk).inv₀ (by positivity)).const_mul (1 / 2)
  have e : 1 / 2 * (3 / (4 * k))⁻¹ = 2 * k / 3 := by rw [inv_div]; ring
  rw [e] at h
  refine h.congr' ?_
  filter_upwards [self_mem_nhdsWithin] with q hq
  have h1 : q ^ 2 / 2 / freeS k q / q = (q * q⁻¹) * (1 / 2 * (q / freeS k q)) := by ring
  rw [h1, mul_inv_cancel₀ (Set.mem_Ioi.mp hq).ne', one_mul, inv_div]

/-- The frequency of the single mode tends to `wp` at long wavelength: `ω(q) → wp` as `q → 0+`, for
`k > 0` and `wp ≥ 0`. -/
theorem modeFreq_tendsto {k wp : ℝ} (hk : 0 < k) (hw : 0 ≤ wp) :
    Tendsto (fun q => modeFreq k wp q) (𝓝[>] 0) (𝓝 wp) := by
  have hid : Tendsto (fun q : ℝ => q) (𝓝[>] 0) (𝓝 0) := tendsto_id.mono_left nhdsWithin_le_nhds
  -- the free mode itself vanishes, being linear in `q`
  have h0 : Tendsto (fun q => q ^ 2 / 2 / freeS k q) (𝓝[>] 0) (𝓝 0) := by
    have h := (freeMode_slope hk).mul hid
    rw [mul_zero] at h
    refine h.congr' ?_
    filter_upwards [self_mem_nhdsWithin] with q hq
    exact div_mul_cancel₀ _ (Set.mem_Ioi.mp hq).ne'
  have h := (Real.continuous_sqrt.tendsto _).comp ((h0.pow 2).add_const (wp ^ 2))
  have e : √((0 : ℝ) ^ 2 + wp ^ 2) = wp := by
    rw [zero_pow two_ne_zero, zero_add, Real.sqrt_sq hw]
  rw [e] at h
  exact h

/-- Cancellation of the linear terms, for `k, wp > 0` and `q → 0+`: the free (exchange) slope is
`3/(4k)`, the correlation part `S - S0` has slope `-3/(4k)`, and `S/q² → 1/(2wp)`. -/
theorem linear_terms_cancel {k wp : ℝ} (hk : 0 < k) (hw : 0 < wp) :
    Tendsto (fun q => freeS k q / q) (𝓝[>] 0) (𝓝 (3 / (4 * k))) ∧
    Tendsto (fun q => (plasmonS k wp q - freeS k q) / q) (𝓝[>] 0) (𝓝 (-(3 / (4 * k)))) ∧
    Tendsto (fun q => plasmonS k wp q / q ^ 2) (𝓝[>] 0) (𝓝 (1 / (2 * wp))) := by
  have hid : Tendsto (fun q : ℝ => q) (𝓝[>] 0) (𝓝 0) := tendsto_id.mono_left nhdsWithin_le_nhds
  -- the quadratic law follows from `ω → wp`
  have h2 : Tendsto (fun q => plasmonS k wp q / q ^ 2) (𝓝[>] 0) (𝓝 (1 / (2 * wp))) := by
    have h := ((modeFreq_tendsto hk hw.le).inv₀ hw.ne').const_mul (1 / 2)
    have e : 1 / 2 * wp⁻¹ = 1 / (2 * wp) := by ring
    rw [e] at h
    refine h.congr' ?_
    filter_upwards [self_mem_nhdsWithin] with q hq
    rw [plasmonS, eq_div_iff (pow_ne_zero 2 (Set.mem_Ioi.mp hq).ne')]
    ring
  refine ⟨freeS_slope hk, ?_, h2⟩
  -- so `S/q` vanishes, and only the slope of `-S0` is left
  have h := (h2.mul hid).sub (freeS_slope hk)
  rw [mul_zero, zero_sub] at h
  refine h.congr' ?_
  filter_upwards [self_mem_nhdsWithin] with q hq
  have hq0 : q ≠ 0 := (Set.mem_Ioi.mp hq).ne'
  have h1 : plasmonS k wp q / q ^ 2 * q = plasmonS k wp q / q := by
    rw [pow_two, ← div_div, div_mul_cancel₀ _ hq0]
  rw [h1, sub_div]

/-- The first correction to the plasmon law `S ≈ q²/(2wp)` is quartic, with coefficient
`-k²/(9wp³)`, for `k, wp > 0`. -/
theorem plasmonS_quartic {k wp : ℝ} (hk : 0 < k) (hw : 0 < wp) :
    Tendsto (fun q => (plasmonS k wp q - q ^ 2 / (2 * wp)) / q ^ 4) (𝓝[>] 0)
      (𝓝 (-(k ^ 2 / (9 * wp ^ 3)))) := by
  have hM := modeFreq_tendsto hk hw.le
  have h := (((freeMode_slope hk).pow 2).const_mul (-(1 / 2))).mul
    (((hM.mul_const wp).mul (hM.const_add wp)).inv₀ (by positivity))
  have e : -(1 / 2) * (2 * k / 3) ^ 2 * (wp * wp * (wp + wp))⁻¹ = -(k ^ 2 / (9 * wp ^ 3)) := by
    rw [← two_mul]
    field_simp
    ring
  rw [e] at h
  refine h.congr' ?_
  filter_upwards [self_mem_nhdsWithin] with q hq
  have hq0 : q ≠ 0 := (Set.mem_Ioi.mp hq).ne'
  have hpos : 0 < modeFreq k wp q := Real.sqrt_pos.mpr (by positivity)
  have hsq : modeFreq k wp q ^ 2 = (q ^ 2 / 2 / freeS k q) ^ 2 + wp ^ 2 :=
    Real.sq_sqrt (by positivity)
  rw [plasmonS]
  generalize modeFreq k wp q = M at hpos hsq ⊢
  generalize q ^ 2 / 2 / freeS k q = r at hsq ⊢
  -- difference of squares: `r² = ω² - wp²`
  have hr : r ^ 2 = (M - wp) * (wp + M) := by linear_combination -hsq
  have hs : wp + M ≠ 0 := by positivity
  rw [div_pow, hr]
  field_simp
  ring

/-- After its linear and quadratic terms are removed, the correlation part `S - S0` starts with
`+q³/(16k³)`, opposite to the cubic term of `S0`, for `k, wp > 0`. -/
theorem cubic_terms_cancel {k wp : ℝ} (hk : 0 < k) (hw : 0 < wp) :
    Tendsto (fun q => (plasmonS k wp q - freeS k q + 3 * q / (4 * k) - q ^ 2 / (2 * wp)) / q ^ 3)
      (𝓝[>] 0) (𝓝 (1 / (16 * k ^ 3))) := by
  have hid : Tendsto (fun q : ℝ => q) (𝓝[>] 0) (𝓝 0) := tendsto_id.mono_left nhdsWithin_le_nhds
  have h := ((plasmonS_quartic hk hw).mul hid).add_const (1 / (16 * k ^ 3))
  rw [mul_zero, zero_add] at h
  refine h.congr' ?_
  filter_upwards [self_mem_nhdsWithin] with q hq
  have hq0 : q ≠ 0 := (Set.mem_Ioi.mp hq).ne'
  have h4 := div_mul_cancel₀ (plasmonS k wp q - q ^ 2 / (2 * wp)) (pow_ne_zero 4 hq0)
  rw [freeS_eq hk.ne', eq_div_iff (pow_ne_zero 3 hq0)]
  linear_combination h4

/-- With the plasma frequency set to zero the model returns the free structure factor,
for `0 < q ≤ 2k`. -/
theorem plasmonS_zero {k q : ℝ} (hq : 0 < q) (hqk : q ≤ 2 * k) :
    plasmonS k 0 q = freeS k q := by
  have hS := freeS_pos hq hqk
  have h : modeFreq k 0 q = q ^ 2 / 2 / freeS k q := by
    rw [modeFreq, zero_pow two_ne_zero, add_zero, Real.sqrt_sq (by positivity)]
  rw [plasmonS, h]
  field_simp

end

end MetalStructureFactor
```

```lean
#print axioms MetalStructureFactor.linear_terms_cancel
-- 'MetalStructureFactor.linear_terms_cancel' depends on axioms: [propext, Classical.choice, Quot.sound]
#print axioms MetalStructureFactor.cubic_terms_cancel
-- 'MetalStructureFactor.cubic_terms_cancel' depends on axioms: [propext, Classical.choice, Quot.sound]
#print axioms MetalStructureFactor.plasmonS_zero
-- 'MetalStructureFactor.plasmonS_zero' depends on axioms: [propext, Classical.choice, Quot.sound]
```

## What the definitions and theorems say

The real numbers `k`, `wp` and `q` stand for $k$, $\omega_p$ and $q$. The functions `freeS k q`, `modeFreq k wp q` and `plasmonS k wp q` are $S_0(q)$, $\omega(q)$ and $S(q)$. The free mode $\omega_0$ has no name of its own and appears as `q ^ 2 / 2 / freeS k q`.

The filter `𝓝[>] 0` expresses $q\to0^+$. A statement `Tendsto f (𝓝[>] 0) (𝓝 a)` says that $f(q)$ approaches $a$ as $q$ tends to zero through positive values. The quotients are never evaluated at $q=0$.

The main theorem, `linear_terms_cancel`, assumes `0 < k` and `0 < wp` and states the three leading limits as one conjunction. `plasmonS_quartic` and `cubic_terms_cancel` state the two further limits under the same hypotheses. `plasmonS_zero` is an equality for each `q` with `0 < q` and `q ≤ 2 * k`, and these two conditions already imply $k>0$.

Several physical inputs are built into the definitions:

- The overlap formula is taken as the definition of $S_0$ and is not derived from a Slater determinant.
- The single mode and its frequency are postulated. The full random-phase response also contains a continuum of particle-hole excitations, which the model merges into the mode. At small $q$ the model has $\omega^2\approx\omega_p^2+\tfrac49k^2q^2$, whereas the plasmon of the full random-phase approximation has $\tfrac35$ in place of $\tfrac49$. The quartic coefficient $-k^2/(9\omega_p^3)$ is therefore specific to the model.
- In a real gas the density fixes both $k$ and $\omega_p$. Here they are independent parameters, so the limits hold for every positive pair.
- For $q>2k$ the spheres no longer overlap and the physical $S_0$ equals one, whereas `freeS` continues the cubic polynomial. The limits at small $q$ are unaffected.

The theorems concern structure factors at one fixed interaction strength. They contain no integral over $q$ and no energy. The correlation energy also averages $S-S_0$ over interaction strengths from zero to the full value, at fixed density. The slope $-3/(4k)$ does not depend on $\omega_p$ and survives this average, since $0\le S\le S_0$ bounds the quotient $(S-S_0)/q$ uniformly. The cubic cancellation does not survive it: with $\omega_p^2$ proportional to the interaction strength, the averaged $S$ contains the term $-2kq^3/(3\omega_p^2)$, where $\omega_p$ is the value at full strength.

## How the lemmas carry the derivation

**`freeS_eq`** evaluates the overlap integral. The auxiliary statement `hd` says that $k^2z-z^3/3$ has derivative $k^2-z^2$, and `intervalIntegral.integral_eq_sub_of_hasDerivAt` turns the integral into a difference of endpoint values. `field_simp` and `ring` finish the algebra.

**`freeS_pos`** rewrites the closed form as $q(12k^2-q^2)/(16k^3)$. The inequality $q^2\le4k^2$ enters as $(2k-q)(2k+q)\ge0$, from which `nlinarith` obtains the positive factor. Only `plasmonS_zero` uses this lemma.

The proofs of the limits share one pattern. First a limit is established for an expression whose behaviour is known. Then `h.congr'` transfers it to the desired expression, which leaves the goal that the two expressions agree for small $q>0$, and `filter_upwards` reduces this goal to an identity for each $q>0$.

**`freeS_slope`** applies the pattern to the continuous function $3/(4k)-q^2/(16k^3)$. **`freeMode_slope`** takes the reciprocal of that limit with `inv₀`, which is allowed because $3/(4k)\neq0$, and multiplies it by one half.

**`modeFreq_tendsto`** multiplies the limit of $\omega_0/q$ by $q\to0$ to obtain $\omega_0\to0$. Continuity of the square root then gives $\omega\to\sqrt{\omega_p^2}$, and `Real.sqrt_sq hw` replaces this root by $\omega_p$, using $\omega_p\ge0$.

**`linear_terms_cancel`** first proves the quadratic law `h2` from the reciprocal of $\omega\to\omega_p$. The first limit is `freeS_slope`. For the second, the expression `(h2.mul hid).sub (freeS_slope hk)` is the limit of $q\cdot S/q^2-S_0/q$, exactly as in the derivation above.

**`plasmonS_quartic`** assembles the limit of $-\tfrac12(\omega_0/q)^2/[\omega\,\omega_p(\omega_p+\omega)]$ from the earlier lemmas. To identify this expression with the desired quotient, the two `generalize` steps replace $\omega$ by `M` and $\omega_0$ by `r`. What remains is algebra with the relation `hsq`, which says $M^2=r^2+\omega_p^2$. Its factored form `hr` is the difference of squares, and after it is substituted, `field_simp` and `ring` close the goal.

**`cubic_terms_cancel`** multiplies the quartic limit by $q$, which sends it to zero, and adds the constant $1/(16k^3)$. The closed form `freeS_eq` supplies the cubic term of $S_0$, and `linear_combination h4` checks the identity between the two expressions.

**`plasmonS_zero`** removes the plasma frequency from the square root. Positivity of $S_0$ makes $\omega_0$ nonnegative, so `Real.sqrt_sq` returns $\omega_0$ itself, and simplifying $\varepsilon/(\varepsilon/S_0)$ leaves $S_0$.
